# The transfer coefficient fixes the sign of the rectified Butler–Volmer current at zero bias

An electrode sits at its equilibrium potential, and a sinusoidal voltage is superposed on it. The voltage averages to zero over a cycle, but the current need not, because the electrode responds nonlinearly. Which way does the net current flow, and what steady bias would stop it?

```lean
import Mathlib

open Real

namespace FaradaicRectification

noncomputable section
```

## The electrode and its drive

Let η be the overpotential in units of the thermal voltage (RT/F for a one-electron step), and measure current in units of the exchange current. The Butler–Volmer law is

i(η) = exp(αη) − exp(−(1−α)η).

The constant α is postulated. It stands for the share of the overpotential that lowers the anodic barrier; the rest raises the cathodic one. Anodic current is positive here, and α belongs to the anodic branch, whereas many textbooks give that letter to the cathodic branch.

```lean
/-- The Butler–Volmer current at overpotential `η` (in thermal units), in units of the
exchange current, with transfer coefficient `α`. -/
def butlerVolmer (α η : ℝ) : ℝ := Real.exp (α * η) - Real.exp (-(1 - α) * η)
```

The variable t is the phase of the drive, so the frequency does not appear. The mean of f over a cycle is

(1/2π) ∫₀^{2π} f(t) dt.

```lean
/-- The average of a function of the phase over `[0, 2π]`. -/
def cycleMean (f : ℝ → ℝ) : ℝ := (∫ t in (0 : ℝ)..(2 * π), f t) / (2 * π)
```

With steady bias η and amplitude V, the mean current is the cycle mean of i(η + V cos t). At η = 0 it is the average of exp(αV cos t) − exp(−(1−α)V cos t).

Taking this as the current of a real electrode assumes that the interface itself sees the undistorted sinusoid while surface concentrations stay at their equilibrium values.

```lean
/-- The mean current under a bias `η` with a superposed alternating voltage `V cos t`. -/
def meanCurrent (α η V : ℝ) : ℝ :=
  cycleMean (fun t => butlerVolmer α (η + V * Real.cos t))
```

Everything reduces to one function, written M(x) below and `expMean x` in Lean:

M(x) = (1/2π) ∫₀^{2π} exp(x cos t) dt.

```lean
/-- The cycle average of the Boltzmann-type factor `exp (x cos t)`. -/
def expMean (x : ℝ) : ℝ := cycleMean (fun t => Real.exp (x * Real.cos t))
```

The bias that will turn out to stop the net current is

η* = log[M((1−α)V) / M(αV)].

```lean
/-- The rectification potential: the logarithm of the ratio of the cathodic to the anodic
cycle-averaged exponential factor. -/
def rectificationPotential (α V : ℝ) : ℝ :=
  Real.log (expMean ((1 - α) * V) / expMean (α * V))
```

## How the averaged exponential depends on amplitude

The integrand of M is positive and continuous, so M(x) > 0.

```lean
/-- The averaged exponential factor is positive. -/
theorem expMean_pos (x : ℝ) : 0 < expMean x := by
  unfold expMean cycleMean
  apply div_pos _ Real.two_pi_pos
  exact intervalIntegral.intervalIntegral_pos_of_pos
    (Continuous.intervalIntegrable (by fun_prop) _ _)
    (fun t => Real.exp_pos _) Real.two_pi_pos
```

M is also even. Since −cos t = cos(t+π),

∫₀^{2π} exp(−x cos t) dt = ∫_π^{3π} exp(x cos s) ds = ∫₀^{2π} exp(x cos s) ds,

where the last step uses periodicity. In Lean, `h2` is the shift and `h` the periodicity.

```lean
/-- Reversing the sign of the alternating voltage leaves the averaged exponential factor
unchanged. -/
theorem expMean_neg (x : ℝ) : expMean (-x) = expMean x := by
  have hper : Function.Periodic (fun t => Real.exp (x * Real.cos t)) (2 * π) := by
    intro t
    simp only [Real.cos_add_two_pi]
  -- a shift by half a period reverses the sign of the cosine
  have h := hper.intervalIntegral_add_eq π 0
  have h2 := intervalIntegral.integral_comp_add_right (a := 0) (b := 2 * π)
    (fun t => Real.exp (x * Real.cos t)) π
  simp only [zero_add] at h
  simp only [Real.cos_add_pi, zero_add, mul_neg] at h2
  rw [add_comm (2 * π) π, h] at h2
  simp only [expMean, cycleMean, neg_mul]
  rw [h2]
```

Averaging M(x) and M(−x) therefore changes nothing, and it turns the exponential into a hyperbolic cosine:

M(x) = [M(x) + M(−x)]/2 = (1/2π) ∫₀^{2π} cosh(x cos t) dt.

```lean
/-- The averaged exponential factor is the cycle average of `cosh (x cos t)`. -/
theorem expMean_eq_cosh (x : ℝ) :
    expMean x = cycleMean (fun t => Real.cosh (x * Real.cos t)) := by
  have hx := expMean_neg x
  simp only [expMean, cycleMean] at hx ⊢
  have hc : ∫ t in (0 : ℝ)..(2 * π), Real.cosh (x * Real.cos t)
      = ((∫ t in (0 : ℝ)..(2 * π), Real.exp (x * Real.cos t))
        + ∫ t in (0 : ℝ)..(2 * π), Real.exp (-x * Real.cos t)) / 2 := by
    rw [← intervalIntegral.integral_add, ← intervalIntegral.integral_div]
    · simp only [Real.cosh_eq, neg_mul]
    all_goals exact Continuous.intervalIntegrable (by fun_prop) _ _
  rw [hc]
  linear_combination (-1 / 2) * hx
```

Because cosh grows strictly with the magnitude of its argument, |x| < |y| gives cosh(x cos t) ≤ cosh(y cos t) at every t, with strict inequality at t = 0. Both functions are continuous, so the integrals differ strictly and M(x) < M(y).

Conversely, suppose M(x) < M(y) but |x| ≥ |y|. If |x| > |y|, the first part gives M(y) < M(x); if |x| = |y|, evenness gives M(x) = M(y). Both are contradictions.

```lean
/-- The averaged exponential factor grows strictly with the magnitude of the amplitude. -/
theorem expMean_lt_iff (x y : ℝ) : expMean x < expMean y ↔ |x| < |y| := by
  have strict : ∀ a b : ℝ, |a| < |b| → expMean a < expMean b := by
    intro a b hab
    rw [expMean_eq_cosh, expMean_eq_cosh]
    unfold cycleMean
    apply div_lt_div_of_pos_right _ Real.two_pi_pos
    apply intervalIntegral.integral_lt_integral_of_continuousOn_of_le_of_exists_lt
      Real.two_pi_pos
    · exact Continuous.continuousOn (by fun_prop)
    · exact Continuous.continuousOn (by fun_prop)
    · intro t _
      rw [Real.cosh_le_cosh, abs_mul, abs_mul]
      exact mul_le_mul_of_nonneg_right hab.le (abs_nonneg _)
    · -- the inequality is strict at the crest of the wave
      refine ⟨0, ⟨le_refl _, Real.two_pi_pos.le⟩, ?_⟩
      rw [Real.cosh_lt_cosh, Real.cos_zero, mul_one, mul_one]
      exact hab
  refine ⟨fun h => ?_, strict x y⟩
  by_contra hn
  rcases (not_lt.mp hn).lt_or_eq with h1 | h1
  · exact lt_asymm h (strict y x h1)
  · rcases abs_eq_abs.mp h1 with h2 | h2
    · rw [h2] at h
      exact lt_irrefl _ h
    · rw [h2, expMean_neg] at h
      exact lt_irrefl _ h
```

## The sign of the mean current

The exponentials split into a bias factor and an oscillating factor. Evenness removes the minus sign in the cathodic average, leaving

mean current = exp(αη) M(αV) − exp(−(1−α)η) M((1−α)V).

```lean
/-- The mean current is a Butler–Volmer law in the bias, with each exponential branch
multiplied by its own averaged factor. -/
theorem meanCurrent_eq (α η V : ℝ) :
    meanCurrent α η V = Real.exp (α * η) * expMean (α * V)
      - Real.exp (-(1 - α) * η) * expMean ((1 - α) * V) := by
  have h : (fun t => butlerVolmer α (η + V * Real.cos t)) = fun t =>
      Real.exp (α * η) * Real.exp (α * V * Real.cos t)
      - Real.exp (-(1 - α) * η) * Real.exp (-((1 - α) * V) * Real.cos t) := by
    funext t
    rw [butlerVolmer, ← Real.exp_add, ← Real.exp_add]
    congr 2 <;> ring
  rw [← expMean_neg ((1 - α) * V), meanCurrent, h]
  simp only [expMean, cycleMean]
  rw [intervalIntegral.integral_sub, intervalIntegral.integral_const_mul,
    intervalIntegral.integral_const_mul]
  · ring
  all_goals exact Continuous.intervalIntegrable (by fun_prop) _ _
```

At η = 0 this is M(αV) − M((1−α)V), which is positive exactly when |(1−α)V| < |αV|. Squaring and subtracting,

(αV)² − ((1−α)V)² = (2α−1)V²,

so for V ≠ 0 the condition is α > 1/2. The reverse comparison gives α < 1/2 for a negative current, and zero current is what remains, at α = 1/2. In the proof, `hp` and `hn` are the two comparisons, and `nlinarith` does the algebra of the squares.

The theorem states three equivalences, for every real α and every nonzero real V, which includes the physical range 0 < α < 1 with V > 0. At V = 0 the mean current vanishes whatever α is, and `hV` excludes that case.

```lean
/-- **Faradaic rectification.** At zero bias and nonzero alternating amplitude, the mean
current is positive, zero or negative exactly when the transfer coefficient is above, equal
to or below one half. -/
theorem rectification_sign (α V : ℝ) (hV : V ≠ 0) :
    (0 < meanCurrent α 0 V ↔ 1 / 2 < α) ∧ (meanCurrent α 0 V = 0 ↔ α = 1 / 2) ∧
      (meanCurrent α 0 V < 0 ↔ α < 1 / 2) := by
  have hV2 : 0 < V ^ 2 := by positivity
  -- compare the effective amplitudes of the two branches
  have hp : expMean ((1 - α) * V) < expMean (α * V) ↔ 1 / 2 < α := by
    rw [expMean_lt_iff, ← sq_lt_sq]
    constructor <;> intro h <;> nlinarith
  have hn : expMean (α * V) < expMean ((1 - α) * V) ↔ α < 1 / 2 := by
    rw [expMean_lt_iff, ← sq_lt_sq]
    constructor <;> intro h <;> nlinarith
  rw [meanCurrent_eq, mul_zero, mul_zero, Real.exp_zero, one_mul, one_mul]
  refine ⟨sub_pos.trans hp, ⟨fun h => ?_, fun h => ?_⟩, sub_neg.trans hn⟩
  · exact le_antisymm (not_lt.mp fun c => by linarith [hp.2 c])
      (not_lt.mp fun c => by linarith [hn.2 c])
  · exact le_antisymm (not_lt.mp fun c => by linarith [hp.1 (sub_pos.mp c)])
      (not_lt.mp fun c => by linarith [hn.1 (sub_neg.mp c)])
```

For simulations that use the Butler–Volmer law above, with surface concentrations held at their equilibrium values, and in which the overpotential oscillates sinusoidally with nonzero amplitude, this means that zero mean overpotential does not give zero mean current unless α = 1/2.

## The bias that stops the current

Since exp(αη) = exp(−(1−α)η) exp(η), the mean current factorises as

exp(−(1−α)η) [exp(η) M(αV) − M((1−α)V)].

The prefactor never vanishes, so the current is zero exactly when exp(η) = M((1−α)V)/M(αV), that is, when η = η*. This holds for all real α and V.

```lean
/-- The mean current vanishes at exactly one bias, the rectification potential. -/
theorem meanCurrent_eq_zero_iff (α η V : ℝ) :
    meanCurrent α η V = 0 ↔ η = rectificationPotential α V := by
  have hA := expMean_pos (α * V)
  have hB := expMean_pos ((1 - α) * V)
  have hs : Real.exp (α * η) = Real.exp (-(1 - α) * η) * Real.exp η := by
    rw [← Real.exp_add]
    congr 1
    ring
  rw [meanCurrent_eq, hs, mul_assoc, ← mul_sub]
  constructor
  · intro h
    have h1 := (mul_eq_zero.mp h).resolve_left (Real.exp_ne_zero _)
    have h2 : expMean ((1 - α) * V) / expMean (α * V) = Real.exp η := by
      rw [div_eq_iff hA.ne']
      linarith
    rw [rectificationPotential, h2, Real.log_exp]
  · intro h
    have h1 : Real.exp η = expMean ((1 - α) * V) / expMean (α * V) := by
      rw [h, rectificationPotential, Real.exp_log (div_pos hB hA)]
    rw [h1, div_mul_cancel₀ _ hA.ne', sub_self, mul_zero]
```

Finally, η* is negative exactly when M((1−α)V) < M(αV), which for V ≠ 0 was shown to mean α > 1/2. Likewise η* is positive exactly when α < 1/2. The compensating bias thus opposes the rectified current.

```lean
/-- For nonzero alternating amplitude, the rectification potential is negative exactly when
the transfer coefficient exceeds one half, and positive exactly when it is below one half. -/
theorem rectificationPotential_sign (α V : ℝ) (hV : V ≠ 0) :
    (rectificationPotential α V < 0 ↔ 1 / 2 < α) ∧
      (0 < rectificationPotential α V ↔ α < 1 / 2) := by
  have hA := expMean_pos (α * V)
  have hB := expMean_pos ((1 - α) * V)
  obtain ⟨hp, -, hn⟩ := rectification_sign α V hV
  rw [meanCurrent_eq, mul_zero, mul_zero, Real.exp_zero, one_mul, one_mul] at hp hn
  rw [rectificationPotential, Real.log_div hB.ne' hA.ne', sub_neg, sub_pos,
    Real.log_lt_log_iff hB hA, Real.log_lt_log_iff hA hB]
  exact ⟨sub_pos.symm.trans hp, sub_neg.symm.trans hn⟩

end

end FaradaicRectification
```

```lean
#print axioms FaradaicRectification.rectification_sign
#print axioms FaradaicRectification.meanCurrent_eq_zero_iff
#print axioms FaradaicRectification.rectificationPotential_sign
```

```
'FaradaicRectification.rectification_sign' depends on axioms: [propext, Classical.choice, Quot.sound]
'FaradaicRectification.meanCurrent_eq_zero_iff' depends on axioms: [propext, Classical.choice, Quot.sound]
'FaradaicRectification.rectificationPotential_sign' depends on axioms: [propext, Classical.choice, Quot.sound]
```
